# Quadratic short-time bound on the survival probability for finitely many real poles, and the failure of pure exponential decay at short times

## Physical setting

A quasiparticle lifetime is often introduced by writing the probability of finding the particle still in its initial state as \(e^{-gt}\), with a decay rate \(g>0\). Taken literally from \(t=0\), this law starts with slope \(-g\). For a normalised state whose propagator has finitely many real poles, the survival probability starts with slope zero, so an exponential imposed from \(t=0\) describes the earliest times wrongly whatever \(g\) is chosen. A Lorentzian spectral function, whose second moment diverges, is a continuous spectrum that gives the exact law \(e^{-g|t|}\). For a finite spectrum, such as that of a cluster treated by exact diagonalisation in a finite basis, the bound below gives, for each chosen \(g>0\), an explicit time window, depending on \(g\), in which the computed survival probability lies above \(e^{-gt}\).

Set \(\hbar=1\). Let \(H\) be a Hamiltonian with a complete orthonormal set of eigenstates \(|k\rangle\) and real energies \(e_k\), and let \(|\psi\rangle\) be a normalised state. With the weights \(a_k=|\langle k|\psi\rangle|^2\), which are nonnegative and sum to one,
\[
A(t)=\langle\psi|e^{-iHt}|\psi\rangle=\sum_k a_k\,e^{-ie_kt},\qquad P(t)=|A(t)|^2 .
\]
For a particle-addition propagator, \(|\psi\rangle\) is a creation operator applied to the ground state and then normalised, and \(e_k\) is measured from the ground-state energy. The spectral moments are \(M_n=\sum_k a_k e_k^n\), and the energy variance is \(s^2=M_2-M_1^2\).

## Statement

Let \(k\) run over a finite set, with \(a_k\ge0\), \(\sum_k a_k=1\) and \(e_k\) real.

1. For every real \(t\), \(1-s^2t^2\le P(t)\le1\) (`survival_bounds`).
2. If \(g>0\), \(t>0\), \(gt\le1\) and \(2s^2t<g\), then \(e^{-gt}<P(t)\) (`exp_lt_survival`).
3. For \(g>0\) and any \(\delta>0\) there is a \(t\in(0,\delta)\) with \(e^{-gt}<P(t)\) (`exists_exp_lt_survival`), so \(P(t)\le e^{-gt}\) is not true for all \(t>0\) (`no_exponential_bound`).
4. \(P'(0)=0\) and \(P''(0)=-2s^2\), for which \(\sum_k a_k=1\) suffices (`survival_curvature`).
5. \(P(t)=1\) for all \(t\) if and only if \(s^2=0\) (`survival_eq_one_iff`).

The smallest case is a single level with weight one: \(M_2=M_1^2\), the amplitude is a pure phase, and both inequalities in statement 1 are equalities. The smallest case with dynamics has two levels \(\pm w\) with weights \(\tfrac12,\tfrac12\), for which `twoLevel_witness` gives \(s^2=w^2\) and \(P(t)=\cos^2(wt)\). The lower bound then reads \(\sin^2(wt)\le(wt)^2\).

## Derivation

**Pair form.** Since \(a_k\) and \(e_k\) are real, \(\operatorname{Re}A=\sum_k a_k\cos(e_kt)\) and \(\operatorname{Im}A=-\sum_k a_k\sin(e_kt)\). Squaring each sum as a double sum over \(j\) and \(k\) and adding,
\[
P(t)=\sum_{j,k}a_ja_k\left[\cos(e_jt)\cos(e_kt)+\sin(e_jt)\sin(e_kt)\right]=\sum_{j,k}a_ja_k\cos\big((e_j-e_k)t\big).
\]

**Variance as a pair sum.** Expanding the square and using \(\sum_k a_k=1\),
\[
\sum_{j,k}a_ja_k(e_j-e_k)^2=M_2-2M_1^2+M_2=2s^2 .
\]

**Two-sided bound.** For real \(x\), \(1-x^2/2\le\cos x\le1\). The products \(a_ja_k\) are nonnegative, so these inequalities may be multiplied by them and summed, and \(\sum_{j,k}a_ja_k=1\). The upper inequality gives \(P\le1\). The lower one gives
\[
P(t)\ge\sum_{j,k}a_ja_k\Big[1-\tfrac12(e_j-e_k)^2t^2\Big]=1-\tfrac{t^2}{2}\cdot 2s^2=1-s^2t^2 .
\]
The lower bound carries information only while \(s^2t^2<1\), because \(P\ge0\) anyway.

**Window.** Put \(x=gt\) with \(0<x\le1\). From \(1+x\le e^x\) follows \(e^{-x}(1+x)\le1\). Also \((1-x/2)(1+x)=1+x(1-x)/2\ge1\). Comparing the two and dividing by \(1+x>0\) gives \(e^{-x}\le1-x/2\). Multiplying \(2s^2t<g\) by \(t/2>0\) gives \(s^2t^2<gt/2\). Hence
\[
e^{-gt}\le1-\tfrac{gt}{2}<1-s^2t^2\le P(t).
\]

**Existence of a time in the window.** Take \(t=\min\{\delta/2,\ 1/g,\ g/(2|s^2|+1)\}>0\). Then \(t<\delta\), \(gt\le1\), and \(2s^2t\le2|s^2|t\le g-t<g\). Choosing \(\delta=1\) yields a positive time at which \(P(t)\le e^{-gt}\) is false.

**Derivatives.** Differentiating the pair form term by term,
\[
P'(t)=-\sum_{j,k}a_ja_k(e_j-e_k)\sin\big((e_j-e_k)t\big),
\]
which vanishes at \(t=0\). A second differentiation at \(t=0\) gives \(-\sum_{j,k}a_ja_k(e_j-e_k)^2=-2s^2\). The parabola \(1-s^2t^2\) has the same value, slope and curvature at the origin.

**Equality case.** If \(P\equiv1\), its second derivative vanishes and \(s^2=0\). If \(s^2=0\), the two-sided bound reads \(1\le P\le1\).

A mistake that is easy to make is to read statement 3 as \(P(t)>e^{-gt}\) for all \(t>0\). The strict inequality is proved only in the window of statement 2. In the two-level case with \(w>0\), \(P\) vanishes at \(t=\pi/(2w)\) and lies below every exponential there.

## What the formal version assumes

The poles are labelled by a finite type `ι`, and `a e : ι → ℝ` are the weights and energies. They enter as data: the file contains no Hamiltonian, state or creation operator, and the hypotheses `ha : ∀ k, 0 ≤ a k` and `hsum : ∑ k, a k = 1` are assumed, not derived from \(a_k=|\langle k|\psi\rangle|^2\). Repeated energies are allowed, and `hsum` excludes an empty index set. The definition `amplitude` fixes \(\hbar=1\) and the phase \(e^{-ie_kt}\), and leaves out the prefactor \(-i\) and any step function of a Green's function. The definition `survival` is the squared complex modulus `‖amplitude a e t‖ ^ 2`. The definition `variance` is the real number \(M_2-M_1^2\); the notation \(s^2\) is a name for it, and no square root is taken. In `survival_curvature` the second derivative is expressed as the derivative at \(0\) of the function `deriv (survival a e)`.

Continuous spectra, the thermodynamic limit and complex energies are not covered. The excluded bound has prefactor one, and nothing is stated about \(Ce^{-gt}\) with \(C>1\), or about how well an exponential approximates \(P\) at intermediate times.

Small examples show what the hypotheses `ha`, `hsum` and \(g>0\) do. Without `ha`, take weights \(2,-1\) at energies \(0,w\) with \(w>0\). The sum is one, \(s^2=-w^2-w^2=-2w^2\), and \(P(t)=5-4\cos(wt)\). At \(wt=\pi\), \(P=9\), which exceeds \(1\) and is less than \(1-s^2t^2=1+2\pi^2\), so both inequalities fail. Without `hsum`, a single level of weight \(\tfrac12\) has \(P=\tfrac14\), the lower bound fails at \(t=0\), and \(P\le e^{-gt}\) holds for all small \(t\). This matters for a fermionic addition propagator, whose raw weights sum to one minus the occupation of the spin orbital: if that occupation lies strictly between zero and one, the weights have to be rescaled first. With \(g=0\) the excluded bound becomes \(P\le1\), which is true. These examples and the comparison with a Lorentzian are pencil arguments that Lean has not checked.

## The file

```lean
import Mathlib

open Finset

namespace SurvivalAmplitude

noncomputable section

variable {ι : Type*} [Fintype ι]

/-- Real-time propagator in Lehmann form, `A(t) = ∑ₖ aₖ exp(-i eₖ t)`. -/
def amplitude (a e : ι → ℝ) (t : ℝ) : ℂ :=
  ∑ k, (a k : ℂ) * Complex.exp (-Complex.I * e k * t)

/-- Survival probability `P(t) = |A(t)|²`. -/
def survival (a e : ι → ℝ) (t : ℝ) : ℝ := ‖amplitude a e t‖ ^ 2

/-- Spectral moment `Mₙ = ∑ₖ aₖ eₖⁿ`. -/
def moment (a e : ι → ℝ) (n : ℕ) : ℝ := ∑ k, a k * e k ^ n

/-- Energy variance `s² = M₂ - M₁²`. -/
def variance (a e : ι → ℝ) : ℝ := moment a e 2 - moment a e 1 ^ 2

/-- The survival probability is a sum over pairs of poles of cosines of the energy
differences times `t`. -/
theorem survival_eq_cos (a e : ι → ℝ) (t : ℝ) :
    survival a e t = ∑ j, ∑ k, a j * a k * Real.cos ((e j - e k) * t) := by
  have hph : ∀ k, -Complex.I * e k * t = ((-(e k * t) : ℝ) : ℂ) * Complex.I := by
    intro k
    push_cast
    ring
  have hre : (amplitude a e t).re = ∑ k, a k * Real.cos (e k * t) := by
    rw [amplitude, Complex.re_sum]
    refine Finset.sum_congr rfl fun k _ => ?_
    rw [hph, Complex.re_ofReal_mul, Complex.exp_ofReal_mul_I_re, Real.cos_neg]
  have him : (amplitude a e t).im = ∑ k, -(a k * Real.sin (e k * t)) := by
    rw [amplitude, Complex.im_sum]
    refine Finset.sum_congr rfl fun k _ => ?_
    rw [hph, Complex.im_ofReal_mul, Complex.exp_ofReal_mul_I_im, Real.sin_neg, mul_neg]
  rw [survival, Complex.sq_norm, Complex.normSq_apply, hre, him, Finset.sum_mul_sum,
    Finset.sum_mul_sum, ← Finset.sum_add_distrib]
  refine Finset.sum_congr rfl fun j _ => ?_
  rw [← Finset.sum_add_distrib]
  refine Finset.sum_congr rfl fun k _ => ?_
  -- cos cos + sin sin is the cosine of the difference
  rw [sub_mul, Real.cos_sub]
  ring

/-- For weights summing to one, the pair-weighted sum of squared energy differences is twice
the variance. -/
theorem pair_sum_eq_two_mul_variance (a e : ι → ℝ) (hsum : ∑ k, a k = 1) :
    ∑ j, ∑ k, a j * a k * (e j - e k) ^ 2 = 2 * variance a e := by
  have h : ∀ j, ∑ k, a j * a k * (e j - e k) ^ 2
      = a j * e j ^ 2 * (∑ k, a k) - 2 * (a j * e j) * moment a e 1 + a j * moment a e 2 := by
    intro j
    simp only [moment, Finset.mul_sum, ← Finset.sum_sub_distrib, ← Finset.sum_add_distrib]
    exact Finset.sum_congr rfl fun k _ => by ring
  rw [Finset.sum_congr rfl fun j _ => h j]
  simp only [hsum, mul_one, Finset.sum_add_distrib, Finset.sum_sub_distrib, ← Finset.sum_mul,
    ← Finset.mul_sum]
  simp only [variance, moment, pow_one]
  ring

/-- For nonnegative weights summing to one, `1 - s² t² ≤ |A(t)|² ≤ 1` at every real time. -/
theorem survival_bounds (a e : ι → ℝ) (ha : ∀ k, 0 ≤ a k) (hsum : ∑ k, a k = 1) (t : ℝ) :
    1 - variance a e * t ^ 2 ≤ survival a e t ∧ survival a e t ≤ 1 := by
  have htot : ∑ j, ∑ k, a j * a k = 1 := by
    simp only [← Finset.mul_sum, hsum, mul_one]
  rw [survival_eq_cos]
  constructor
  · calc 1 - variance a e * t ^ 2
        = ∑ j, ∑ k, a j * a k - t ^ 2 / 2 * ∑ j, ∑ k, a j * a k * (e j - e k) ^ 2 := by
          rw [htot, pair_sum_eq_two_mul_variance a e hsum]
          ring
      _ = ∑ j, ∑ k, a j * a k * (1 - ((e j - e k) * t) ^ 2 / 2) := by
          simp only [Finset.mul_sum, ← Finset.sum_sub_distrib]
          exact Finset.sum_congr rfl fun j _ => Finset.sum_congr rfl fun k _ => by ring
      -- termwise 1 - x²/2 ≤ cos x
      _ ≤ _ := Finset.sum_le_sum fun j _ => Finset.sum_le_sum fun k _ =>
          mul_le_mul_of_nonneg_left Real.one_sub_sq_div_two_le_cos (mul_nonneg (ha j) (ha k))
  · -- termwise cos x ≤ 1
    refine le_of_le_of_eq ?_ htot
    exact Finset.sum_le_sum fun j _ => Finset.sum_le_sum fun k _ =>
      mul_le_of_le_one_right (mul_nonneg (ha j) (ha k)) (Real.cos_le_one _)

/-- For nonnegative weights summing to one and `g > 0`, at times `t > 0` with `g t ≤ 1` and
`2 s² t < g`, the survival probability lies strictly
above `exp(-g t)`. -/
theorem exp_lt_survival (a e : ι → ℝ) (ha : ∀ k, 0 ≤ a k) (hsum : ∑ k, a k = 1) {g t : ℝ}
    (hg : 0 < g) (ht : 0 < t) (hgt : g * t ≤ 1) (hs : 2 * variance a e * t < g) :
    Real.exp (-(g * t)) < survival a e t := by
  have hx : 0 < g * t := mul_pos hg ht
  have h1 : Real.exp (-(g * t)) * Real.exp (g * t) = 1 := by
    rw [← Real.exp_add, neg_add_cancel, Real.exp_zero]
  have h2 : Real.exp (-(g * t)) * (g * t + 1) ≤ 1 :=
    (mul_le_mul_of_nonneg_left (Real.add_one_le_exp _) (Real.exp_pos _).le).trans h1.le
  -- the exponential drops linearly in t
  have h3 : Real.exp (-(g * t)) ≤ 1 - g * t / 2 := by
    by_contra h
    have h' := mul_lt_mul_of_pos_right (not_le.mp h) (by linarith : 0 < g * t + 1)
    nlinarith [mul_nonneg hx.le (sub_nonneg.mpr hgt)]
  -- the survival probability drops at most quadratically
  have h4 := (survival_bounds a e ha hsum t).1
  nlinarith [mul_lt_mul_of_pos_right hs ht]

/-- For nonnegative weights summing to one, `g > 0` and any `δ > 0`,
there is a time in `(0, δ)` at which the survival probability
exceeds `exp(-g t)`. -/
theorem exists_exp_lt_survival (a e : ι → ℝ) (ha : ∀ k, 0 ≤ a k) (hsum : ∑ k, a k = 1)
    {g δ : ℝ} (hg : 0 < g) (hδ : 0 < δ) :
    ∃ t, 0 < t ∧ t < δ ∧ Real.exp (-(g * t)) < survival a e t := by
  have hc : 0 < 2 * |variance a e| + 1 := by positivity
  obtain ⟨t, ht, h1, h2, h3⟩ :
      ∃ t, 0 < t ∧ t ≤ δ / 2 ∧ t ≤ 1 / g ∧ t ≤ g / (2 * |variance a e| + 1) :=
    ⟨min (δ / 2) (min (1 / g) (g / (2 * |variance a e| + 1))),
      lt_min (half_pos hδ) (lt_min (one_div_pos.mpr hg) (div_pos hg hc)), min_le_left _ _,
      (min_le_right _ _).trans (min_le_left _ _), (min_le_right _ _).trans (min_le_right _ _)⟩
  rw [le_div_iff₀ hg] at h2
  rw [le_div_iff₀ hc] at h3
  refine ⟨t, ht, by linarith, exp_lt_survival a e ha hsum hg ht (by linarith) ?_⟩
  nlinarith [mul_le_mul_of_nonneg_right (le_abs_self (variance a e)) ht.le]

/-- For nonnegative weights summing to one and `g > 0`, the bound `|A(t)|² ≤ exp(-g t)`
cannot hold for all `t > 0`. -/
theorem no_exponential_bound (a e : ι → ℝ) (ha : ∀ k, 0 ≤ a k) (hsum : ∑ k, a k = 1)
    {g : ℝ} (hg : 0 < g) : ¬ ∀ t, 0 < t → survival a e t ≤ Real.exp (-(g * t)) := by
  intro h
  obtain ⟨t, ht, -, hlt⟩ := exists_exp_lt_survival a e ha hsum hg one_pos
  exact absurd (h t ht) (not_le.mpr hlt)

/-- The time derivative of the survival probability as a sum over pairs of poles. -/
theorem survival_hasDerivAt (a e : ι → ℝ) (t : ℝ) :
    HasDerivAt (survival a e)
      (∑ j, ∑ k, -(a j * a k * (e j - e k) * Real.sin ((e j - e k) * t))) t := by
  have h : survival a e = fun t => ∑ j, ∑ k, a j * a k * Real.cos ((e j - e k) * t) :=
    funext (survival_eq_cos a e)
  rw [h]
  refine HasDerivAt.fun_sum fun j _ => HasDerivAt.fun_sum fun k _ => ?_
  have hd := (((hasDerivAt_id' t).const_mul (e j - e k)).cos).const_mul (a j * a k)
  exact hd.congr_deriv (by ring)

/-- For weights summing to one, the survival probability has `P'(0) = 0` and
`P''(0) = -2 s²`. -/
theorem survival_curvature (a e : ι → ℝ) (hsum : ∑ k, a k = 1) :
    HasDerivAt (survival a e) 0 0 ∧
      HasDerivAt (deriv (survival a e)) (-2 * variance a e) 0 := by
  refine ⟨(survival_hasDerivAt a e 0).congr_deriv (by simp), ?_⟩
  have h : deriv (survival a e)
      = fun t => ∑ j, ∑ k, -(a j * a k * (e j - e k) * Real.sin ((e j - e k) * t)) :=
    funext fun t => (survival_hasDerivAt a e t).deriv
  have hv : -2 * variance a e = ∑ j, ∑ k, -(a j * a k * (e j - e k) ^ 2) := by
    simp only [Finset.sum_neg_distrib]
    rw [pair_sum_eq_two_mul_variance a e hsum]
    ring
  rw [h, hv]
  refine HasDerivAt.fun_sum fun j _ => HasDerivAt.fun_sum fun k _ => ?_
  have hd := ((((hasDerivAt_id' (0 : ℝ)).const_mul (e j - e k)).sin).const_mul
    (a j * a k * (e j - e k))).fun_neg
  exact hd.congr_deriv (by simp only [mul_zero, Real.cos_zero]; ring)

/-- For nonnegative weights summing to one, the survival probability equals one at all times
exactly when the energy variance vanishes. -/
theorem survival_eq_one_iff (a e : ι → ℝ) (ha : ∀ k, 0 ≤ a k) (hsum : ∑ k, a k = 1) :
    (∀ t, survival a e t = 1) ↔ variance a e = 0 := by
  constructor
  · intro h
    -- a constant has zero curvature
    have h1 : survival a e = fun _ => 1 := funext h
    have h0 : deriv (fun _ : ℝ => (1 : ℝ)) = fun _ => 0 := by
      funext x
      simp
    have h2 := (survival_curvature a e hsum).2
    rw [h1, h0] at h2
    have h3 := h2.unique (hasDerivAt_const (0 : ℝ) (0 : ℝ))
    linarith
  · intro h t
    have hb := survival_bounds a e ha hsum t
    rw [h, zero_mul, sub_zero] at hb
    exact le_antisymm hb.2 hb.1

/-- Equal weights `1/2` on two levels. -/
def halfWeights : Bool → ℝ := fun _ => 1 / 2

/-- Two levels at energies `w` and `-w`. -/
def twoLevels (w : ℝ) : Bool → ℝ := fun b => if b then w else -w

/-- Two levels at `±w` with equal weights have nonnegative weights summing to one, variance
`w²` and survival probability `cos²(w t)`. -/
theorem twoLevel_witness (w t : ℝ) :
    (∀ k, 0 ≤ halfWeights k) ∧ ∑ k, halfWeights k = 1 ∧
      variance halfWeights (twoLevels w) = w ^ 2 ∧
      survival halfWeights (twoLevels w) t = Real.cos (w * t) ^ 2 := by
  have ht : twoLevels w true = w := by simp [twoLevels]
  have hf : twoLevels w false = -w := by simp [twoLevels]
  refine ⟨fun k => by norm_num [halfWeights], ?_, ?_, ?_⟩
  · simp only [Fintype.sum_bool, halfWeights]
    norm_num
  · simp only [variance, moment, Fintype.sum_bool, halfWeights, ht, hf]
    ring
  · have h1 : (w - -w) * t = 2 * (w * t) := by ring
    have h2 : (-w - w) * t = -(2 * (w * t)) := by ring
    rw [survival_eq_cos]
    simp only [Fintype.sum_bool, halfWeights, ht, hf, h1, h2, sub_self, zero_mul,
      Real.cos_zero, Real.cos_neg, Real.cos_two_mul]
    ring

end

end SurvivalAmplitude
```

```lean
#print axioms SurvivalAmplitude.no_exponential_bound
-- 'SurvivalAmplitude.no_exponential_bound' depends on axioms: [propext, Classical.choice, Quot.sound]
#print axioms SurvivalAmplitude.survival_hasDerivAt
-- 'SurvivalAmplitude.survival_hasDerivAt' depends on axioms: [propext, Classical.choice, Quot.sound]
#print axioms SurvivalAmplitude.survival_eq_one_iff
-- 'SurvivalAmplitude.survival_eq_one_iff' depends on axioms: [propext, Classical.choice, Quot.sound]
```

## Notes on the proof

`survival_eq_cos` is the pair form and needs no hypothesis on the weights. The step `hph` writes each exponent as a real number times \(i\), after which `hre` and `him` are the two sums for \(\operatorname{Re}A\) and \(\operatorname{Im}A\). `Finset.sum_mul_sum` turns their squares into double sums, and `Real.cos_sub` recombines each term.

`pair_sum_eq_two_mul_variance` first does the inner sum over \(k\) at fixed \(j\), obtaining \(a_je_j^2\sum_ka_k-2a_je_jM_1+a_jM_2\) in `h`, then sums over \(j\) and uses `hsum`.

In `survival_bounds`, `htot` is \(\sum_{j,k}a_ja_k=1\). The `calc` chain runs the lower-bound display from right to left: it rewrites \(1-s^2t^2\) as the weighted sum of \(1-\tfrac12((e_j-e_k)t)^2\) and applies `Real.one_sub_sq_div_two_le_cos` to each term. The upper bound uses `Real.cos_le_one` in the same way. The hypothesis `ha` enters through `mul_nonneg (ha j) (ha k)` in both halves.

In `exp_lt_survival`, `h2` is \(e^{-x}(x+1)\le1\) with \(x=gt\), from `Real.add_one_le_exp`. The inequality `h3`, \(e^{-x}\le1-x/2\), is obtained by contradiction: the opposite inequality times \(x+1\) conflicts with `h2` once `nlinarith` is given \(x(1-x)\ge0\). The last line multiplies `hs` by \(t\) and combines it with `h3` and the lower bound `h4`.

`exists_exp_lt_survival` supplies the minimum of three numbers as the time. Using `|variance a e|` makes the denominator positive without a separate proof that the variance is nonnegative, and the added \(1\) covers \(s^2=0\) and makes the final inequality strict. `no_exponential_bound` applies this with \(\delta=1\) through `one_pos`.

`survival_hasDerivAt` and `survival_curvature` differentiate the double sums termwise with `HasDerivAt.fun_sum` and the chain rule for cosine and sine. The step `hv` rewrites \(-2s^2\) as the negative pair sum so that the terms match one by one.

In `survival_eq_one_iff`, the forward direction replaces \(P\) by the constant \(1\), whose derivative is the zero function, and `h2.unique` equates the two values \(-2s^2\) and \(0\) of its derivative at the origin. The reverse direction is `le_antisymm` on the two bounds.

`twoLevel_witness` indexes the levels by `Bool`, with `true` at \(w\) and `false` at \(-w\). The four pairs contribute \(\tfrac14\big(2+2\cos(2wt)\big)\), which `Real.cos_two_mul` turns into \(\cos^2(wt)\).
